# Two equal parabolas with a positive offset: vertical excitation ends above their crossing exactly when λ/(E₀+λ) > 1/4

Let a defect have the ground-state energy $kQ^2/2$ and the excited-state energy $E_0+k(Q-d)^2/2$ along one configuration coordinate $Q$. Here $k$ is the force constant, $d$ the shift of the equilibrium position and $E_0$ the energy difference between the two minima. If $k>0$, $E_0>0$ and $d\neq 0$, the curves cross exactly once, and vertical excitation from $Q=0$ ends above the crossing energy exactly when

$$\frac{\lambda}{E_0+\lambda}>\frac14,\qquad \lambda=\frac{kd^2}{2}.$$

This is the energy criterion in the Dexter–Klick–Russell rule. When the criterion is met, the rule predicts that the excited centre returns to the ground state without emitting light; that outcome also depends on electronic coupling and energy loss, which the two curves do not contain. With $E_0$ and $\lambda$ from an electronic-structure calculation, comparing the ratio with $1/4$ gives a first indication of whether this loss of emission is to be expected, for a defect described by one harmonic coordinate with equal curvatures.

Each hypothesis is taken up below, together with what changes when it fails. Those failing cases are argued in prose only.

## Equal curvature in both states

The first assumption sits in the definitions: `ground` and `excited` share the same `k`. Physically, excitation moves the equilibrium position but leaves the vibrational frequency unchanged. All quantities are real numbers in any consistent units, and the zero of energy is the ground-state minimum.

In Lean 4 with Mathlib:

```lean
import Mathlib

noncomputable section

namespace DexterKlickRussell

/-- Energy of the electronic ground state at configuration coordinate `Q`. -/
def ground (k Q : ℝ) : ℝ := k * Q ^ 2 / 2

/-- Energy of the excited state: the same parabola, shifted by `d` and raised by `E0`. -/
def excited (k E0 d Q : ℝ) : ℝ := E0 + k * (Q - d) ^ 2 / 2

/-- The relaxation energy `λ = k d² / 2`. -/
def relaxation (k d : ℝ) : ℝ := k * d ^ 2 / 2

/-- The coordinate `(E0 + λ) / (k d)` of the crossing, for `k` and `d` nonzero. -/
def crossing (k E0 d : ℝ) : ℝ := (E0 + relaxation k d) / (k * d)
```

Equal curvature makes the quadratic terms cancel when the curves are equated. The model could have given the excited state its own force constant $k'>0$. The crossing condition would then be a quadratic equation: for $k'<k$ and $E_0>0$ there are two crossings, and for $k'>k$ there may be two, one or none. The threshold would depend on $k'/k$ as well, so the single number $1/4$ would be lost.

## A positive force constant

The condition $k>0$ says that both states are bound along $Q$. Together with $d\neq0$ it gives $\lambda>0$, which `relaxation_pos` records. This $\lambda$ is the energy released as the excited centre relaxes from $Q=0$ to $Q=d$, since the vertically excited energy is

$$E_0+\frac{k(0-d)^2}{2}=E_0+\lambda .$$

That identity is `vertical_energy`. It is pure algebra and needs no sign condition.

```lean
/-- The relaxation energy is positive for a positive force constant and a nonzero shift. -/
theorem relaxation_pos {k d : ℝ} (hk : 0 < k) (hd : d ≠ 0) : 0 < relaxation k d := by
  unfold relaxation
  positivity

/-- The energy of the excited state at `Q = 0` is `E0 + λ`. -/
theorem vertical_energy (k E0 d : ℝ) : excited k E0 d 0 = E0 + relaxation k d := by
  unfold excited relaxation
  ring
```

The derivation by hand uses $\lambda>0$ when an inequality is multiplied by $4\lambda$. For negative $k$ the rule fails. With $k=-1$, $d=1$, $E_0=1$, the curves cross at $Q=-1/2$ with energy $-1/8$, below the vertical energy $1/2$, yet the ratio is $-1$. For $k=0$ the curves are flat lines that never meet when $E_0>0$.

## A nonzero shift

The condition $d\neq0$ says that the excitation is coupled to the coordinate. Equating the curves and expanding gives

$$\frac{kQ^2}{2}=E_0+\frac{kQ^2}{2}-kdQ+\frac{kd^2}{2}
\quad\Longleftrightarrow\quad kd\,Q=E_0+\lambda .$$

Since $kd\neq0$, the only solution is $Q_\times=(E_0+\lambda)/(kd)$. If $d=0$, the curves stay a distance $E_0$ apart and there is no crossing.

In `curves_cross_iff`, `eq_div_iff` clears the denominator $kd$, and `linear_combination h` performs the cancellation in both directions.

```lean
/-- For nonzero force constant and shift, the two curves meet at the crossing coordinate
and nowhere else. -/
theorem curves_cross_iff {k d : ℝ} (hk : k ≠ 0) (hd : d ≠ 0) (E0 Q : ℝ) :
    ground k Q = excited k E0 d Q ↔ Q = crossing k E0 d := by
  unfold crossing
  rw [eq_div_iff (mul_ne_zero hk hd)]
  unfold ground excited relaxation
  -- the quadratic terms cancel and a linear equation remains
  constructor <;> intro h <;> linear_combination h
```

The energy at the crossing follows by substitution:

$$\frac{k}{2}\,\frac{(E_0+\lambda)^2}{k^2d^2}=\frac{(E_0+\lambda)^2}{2kd^2}=\frac{(E_0+\lambda)^2}{4\lambda}.$$

The proof of `crossing_energy` starts from $Q_\times kd=E_0+\lambda$ and multiplies this equation by the sum of its two sides, which turns it into the equality of their squares.

```lean
/-- For positive force constant and nonzero shift, the energy at the crossing is
`(E0 + λ)² / (4 λ)`. -/
theorem crossing_energy {k d : ℝ} (hk : 0 < k) (hd : d ≠ 0) (E0 : ℝ) :
    ground k (crossing k E0 d) = (E0 + relaxation k d) ^ 2 / (4 * relaxation k d) := by
  have hl := relaxation_pos hk hd
  have h : crossing k E0 d * (k * d) = E0 + relaxation k d := by
    unfold crossing
    exact div_mul_cancel₀ _ (mul_ne_zero hk.ne' hd)
  rw [eq_div_iff (by positivity)]
  unfold relaxation at h ⊢
  unfold ground
  linear_combination (crossing k E0 d * (k * d) + (E0 + k * d ^ 2 / 2)) * h
```

Subtracting the excited minimum $E_0$ gives the height of the crossing above it:

$$\frac{(E_0+\lambda)^2-4\lambda E_0}{4\lambda}=\frac{(E_0-\lambda)^2}{4\lambda}.$$

This is `crossing_barrier`. The height vanishes when $E_0=\lambda$, where the ground curve passes through the excited minimum.

```lean
/-- For positive force constant and nonzero shift, the crossing lies `(E0 - λ)² / (4 λ)`
above the energy of the excited state at `Q = d`. -/
theorem crossing_barrier {k d : ℝ} (hk : 0 < k) (hd : d ≠ 0) (E0 : ℝ) :
    excited k E0 d (crossing k E0 d) - excited k E0 d d
      = (E0 - relaxation k d) ^ 2 / (4 * relaxation k d) := by
  have hl := (relaxation_pos hk hd).ne'
  have hmin : excited k E0 d d = E0 := by
    unfold excited
    ring
  rw [← (curves_cross_iff hk.ne' hd E0 _).2 rfl, crossing_energy hk hd, hmin]
  field_simp
  ring
```

## A positive offset between the minima

The condition $E_0>0$ says that the relaxed excited state lies above the relaxed ground state. The derivation uses it only through $E_0+\lambda>0$. Multiplying by $4\lambda$ and dividing by $E_0+\lambda$, both positive, gives

$$\frac{(E_0+\lambda)^2}{4\lambda}<E_0+\lambda
\;\Longleftrightarrow\; E_0+\lambda<4\lambda
\;\Longleftrightarrow\; \frac14<\frac{\lambda}{E_0+\lambda}.$$

In terms of the offset, the condition is $E_0<3\lambda$.

The theorem `dexter_klick_russell` has two parts. The first, written `∃!`, says that exactly one `Q` satisfies the crossing equation. The second takes any `Q` at which the curves meet and states the equivalence for the energy there, so its statement does not rely on the formula for the crossing coordinate.

```lean
/-- **Energy criterion of the Dexter-Klick-Russell rule.** For `k, E0 > 0` and `d ≠ 0` the curves
cross exactly once, and the vertically excited energy exceeds the crossing energy exactly when
`λ / (E0 + λ) > 1/4`. -/
theorem dexter_klick_russell {k E0 d : ℝ} (hk : 0 < k) (hE : 0 < E0) (hd : d ≠ 0) :
    (∃! Q, ground k Q = excited k E0 d Q) ∧
    ∀ Q, ground k Q = excited k E0 d Q →
      (ground k Q < excited k E0 d 0 ↔
        1 / 4 < relaxation k d / (E0 + relaxation k d)) := by
  have hl := relaxation_pos hk hd
  have hs : 0 < E0 + relaxation k d := by linarith
  refine ⟨⟨crossing k E0 d, (curves_cross_iff hk.ne' hd E0 _).2 rfl,
    fun Q h => (curves_cross_iff hk.ne' hd E0 Q).1 h⟩, fun Q hQ => ?_⟩
  rw [(curves_cross_iff hk.ne' hd E0 Q).1 hQ, crossing_energy hk hd, vertical_energy,
    div_lt_iff₀ (by positivity), lt_div_iff₀ hs]
  -- one positive factor `E0 + λ` is common to both sides
  constructor
  · intro h
    nlinarith
  · intro h
    nlinarith [mul_pos hs (sub_pos.2 h)]
```

The proof names the positive sum `hs`, replaces `Q` by the crossing coordinate and inserts the two energies. The lemmas `div_lt_iff₀` and `lt_div_iff₀` clear the denominators, and `nlinarith` handles the common factor $E_0+\lambda$.

The argument works unchanged for $-\lambda<E_0\le0$. Below $-\lambda$ both sides of the equivalence are false, but the upward vertical excitation has then lost its meaning, because the "excited" curve lies below the ground curve at $Q=0$. At $E_0=-\lambda$ the ratio has a zero denominator.

## A positive mass and motion without friction

The energy comparison suggests a dynamical question: does the centre reach the crossing while it relaxes? Let a classical coordinate of mass $m>0$ be released at rest at $Q=0$ on the excited curve. The force is $-k(Q-d)$, so $u=Q-d$ obeys $m\ddot u=-ku$ with $u(0)=-d$ and $\dot u(0)=0$. Hence $u=-d\cos\omega t$ and

$$Q(t)=d(1-\cos\omega t),\qquad \dot Q(t)=d\,\omega\sin\omega t,\qquad \omega=\sqrt{k/m}.$$

```lean
/-- The coordinate `d (1 - cos ω t)` at time `t`, with `ω = √(k/m)`, for mass `m > 0`
and force constant `k > 0`. -/
def trajectory (m k d t : ℝ) : ℝ := d * (1 - Real.cos (√(k / m) * t))

/-- The velocity `d ω sin ω t` at time `t`, with `ω = √(k/m)`, for mass `m > 0`
and force constant `k > 0`. -/
def velocity (m k d t : ℝ) : ℝ := d * (√(k / m) * Real.sin (√(k / m) * t))
```

The theorem `trajectory_newton` checks that these formulas describe the intended motion. Position and velocity vanish at time zero, and `velocity` is the derivative of `trajectory`. At each time there is an acceleration `a` such that the excited curve has slope `-(m * a)` at the current coordinate, which is Newton's equation. The proof differentiates the cosine and sine and uses $m\omega^2=k$, the step that needs $m>0$. With $m=0$ the equation would force $Q=d$ at all times, contradicting the release at $Q=0$.

```lean
/-- For positive mass and force constant, the trajectory starts at rest at `Q = 0` and obeys
Newton's equation, the force being minus the slope of the excited-state curve. -/
theorem trajectory_newton {m k : ℝ} (hm : 0 < m) (hk : 0 < k) (E0 d : ℝ) :
    trajectory m k d 0 = 0 ∧ velocity m k d 0 = 0 ∧
    ∀ t, HasDerivAt (trajectory m k d) (velocity m k d t) t ∧
      ∃ a, HasDerivAt (velocity m k d) a t ∧
        HasDerivAt (excited k E0 d) (-(m * a)) (trajectory m k d t) := by
  refine ⟨by simp [trajectory], by simp [velocity], fun t => ?_⟩
  have hw : m * √(k / m) ^ 2 = k := by
    rw [Real.sq_sqrt (by positivity)]
    field_simp
  have hlin : HasDerivAt (fun s : ℝ => √(k / m) * s) (√(k / m)) t :=
    ((hasDerivAt_id' t).const_mul (√(k / m))).congr_deriv (by ring)
  refine ⟨((hlin.cos.const_sub 1).const_mul d).congr_deriv (by unfold velocity; ring),
    _, (hlin.sin.const_mul (√(k / m))).const_mul d, ?_⟩
  -- the slope of the excited curve at the current coordinate
  have hf : excited k E0 d = fun x => E0 + k * ((x - d) * (x - d)) / 2 := by
    funext x
    unfold excited
    ring
  have hu := (hasDerivAt_id' (trajectory m k d t)).sub_const d
  rw [hf]
  refine ((((hu.fun_mul hu).const_mul k).div_const 2).const_add E0).congr_deriv ?_
  unfold trajectory
  linear_combination d * Real.cos (√(k / m) * t) * hw
```

The motion sweeps between $0$ and the outer turning point $2d$. Because $kd=2\lambda/d$, the crossing lies at $Q_\times=rd$ with $r=(E_0+\lambda)/(2\lambda)$. It is reached when $1-\cos\omega t=r$. Since $r>0$, this has a solution exactly when $r\le2$, that is, when $E_0+\lambda\le4\lambda$. The condition is the same ratio with $\ge$ in place of $>$: at equality the centre arrives at the crossing with zero velocity.

```lean
/-- For `m, k, E0 > 0` and `d ≠ 0`, the trajectory reaches the crossing of the two curves
at some time `t ≥ 0` exactly when `λ / (E0 + λ) ≥ 1/4`. -/
theorem reaches_crossing_iff {m k E0 d : ℝ} (hm : 0 < m) (hk : 0 < k) (hE : 0 < E0)
    (hd : d ≠ 0) :
    (∃ t, 0 ≤ t ∧ ground k (trajectory m k d t) = excited k E0 d (trajectory m k d t)) ↔
      1 / 4 ≤ relaxation k d / (E0 + relaxation k d) := by
  have hl := relaxation_pos hk hd
  have hs : 0 < E0 + relaxation k d := by linarith
  have hw : 0 < √(k / m) := Real.sqrt_pos.2 (div_pos hk hm)
  rw [le_div_iff₀ hs]
  constructor
  · rintro ⟨t, -, h⟩
    have e : 2 * relaxation k d * (1 - Real.cos (√(k / m) * t)) = E0 + relaxation k d := by
      unfold ground excited trajectory at h
      unfold relaxation
      linear_combination h
    have hc : 0 ≤ 1 + Real.cos (√(k / m) * t) := by
      linarith [Real.neg_one_le_cos (√(k / m) * t)]
    nlinarith [mul_nonneg hl.le hc]
  · intro h
    -- `r` is the crossing coordinate in units of `d`; it lies between 0 and 2
    obtain ⟨r, hr⟩ : ∃ r, r * (2 * relaxation k d) = E0 + relaxation k d :=
      ⟨_, div_mul_cancel₀ _ (mul_pos two_pos hl).ne'⟩
    have h0 : 0 ≤ r := le_of_mul_le_mul_right (by linarith) (mul_pos two_pos hl)
    have h2 : r ≤ 2 := le_of_mul_le_mul_right (by linarith) (mul_pos two_pos hl)
    refine ⟨Real.arccos (1 - r) / √(k / m), div_nonneg (Real.arccos_nonneg _) hw.le, ?_⟩
    have ht : trajectory m k d (Real.arccos (1 - r) / √(k / m)) = d * r := by
      unfold trajectory
      rw [mul_comm (√(k / m)), div_mul_cancel₀ _ hw.ne',
        Real.cos_arccos (by linarith) (by linarith)]
      ring
    rw [ht]
    unfold relaxation at hr
    unfold ground excited
    linear_combination hr

end DexterKlickRussell
```

In the forward direction, the proof of `reaches_crossing_iff` derives $2\lambda(1-\cos\omega t)=E_0+\lambda$ from the meeting of the curves and bounds the left side using $\cos\omega t\ge-1$. In the converse direction it supplies the time $t=\arccos(1-r)/\omega$, for which $0\le r\le2$ puts the argument in the domain of the arccosine.

The absence of friction matters here. A damped coordinate does not get as far as $2d$, so a centre at the threshold would no longer reach the crossing. The model also leaves out quantum motion of the nuclei, including tunnelling, and thermal activation over the barrier.

```lean
#print axioms DexterKlickRussell.crossing_barrier
-- 'DexterKlickRussell.crossing_barrier' depends on axioms: [propext, Classical.choice, Quot.sound]
#print axioms DexterKlickRussell.dexter_klick_russell
-- 'DexterKlickRussell.dexter_klick_russell' depends on axioms: [propext, Classical.choice, Quot.sound]
#print axioms DexterKlickRussell.trajectory_newton
-- 'DexterKlickRussell.trajectory_newton' depends on axioms: [propext, Classical.choice, Quot.sound]
#print axioms DexterKlickRussell.reaches_crossing_iff
-- 'DexterKlickRussell.reaches_crossing_iff' depends on axioms: [propext, Classical.choice, Quot.sound]
```
